# Aharonov–Casher count for the field B = 2Φ/(1 + r²)² with Φ > 0: ⌈Φ⌉ − 1 normalisable modes zᵐe^(−W)

A spin-½ particle with g = 2 moves in a plane, in a magnetic field perpendicular to that plane; B denotes this field times the charge, with ħ = 1. Its zero-energy equation does not count its own states: for spin up it is solved by zᵐe^(−W), where ΔW = B, for every m = 0, 1, 2, …, and nothing in the equation cuts off the list. The rule of one state per flux quantum is no substitute: with Φ the flux in flux quanta, it leaves open how a fractional Φ is rounded, and for positive integer Φ it gives one state too many in the family below. The number is fixed by normalisability, which for the field B = 2Φ/(1 + r²)² with Φ > 0 leaves exactly ⌈Φ⌉ − 1 of these modes.

## The model

Units are ħ = 1 with the charge absorbed into the vector potential A, and so into B, which makes the flux quantum 2π. For an electron, whose charge is negative, Φ > 0 therefore means a magnetic field pointing opposite to the spin-up direction. The unit of length is the radius of the disc that holds half of the flux. A point of the plane is z = x + iy in ℂ, with r = |z|, in Lean `z.re`, `z.im` and `‖z‖`.

```lean
import Mathlib

open MeasureTheory Set Filter Topology

namespace AharonovCasher

noncomputable section
```

The function W, from which the vector potential is built below, and the field B depend on the single real parameter Φ. W is called a scalar potential in the code, but it is not an electric potential; there is no electric field here.

W(r) = (Φ/2) log(1 + r²),   B(r) = 2Φ/(1 + r²)².

```lean
/-- The scalar potential `W(r) = (Φ/2) log(1 + r²)`. -/
def W (Φ r : ℝ) : ℝ := Φ / 2 * Real.log (1 + r ^ 2)

/-- The magnetic field profile `B(r) = 2Φ/(1 + r²)²`. -/
def B (Φ r : ℝ) : ℝ := 2 * Φ / (1 + r ^ 2) ^ 2
```

On a function f of r alone, the planar Laplacian is f″ + f′/r.

```lean
/-- The two-dimensional Laplacian of a radial function, `f'' + f'/r`. -/
def radialLaplacian (f : ℝ → ℝ) (r : ℝ) : ℝ := deriv (deriv f) r + deriv f r / r
```

A partial derivative at z is the derivative at t = 0 along the line z + tu, with t real. The direction u = 1 gives ∂ₓ and u = i gives ∂_y, for real and for complex functions alike.

```lean
/-- Derivative at the point `z = x + iy` along the direction `u`;
`u = 1` gives `∂ₓ` and `u = i` gives `∂_y`. -/
def dirDeriv {F : Type*} [NormedAddCommGroup F] [NormedSpace ℝ F] (u : ℂ) (f : ℂ → F) (z : ℂ) :
    F := deriv (fun t : ℝ => f (z + (t : ℂ) * u)) 0
```

The gauge is A = (−∂_y W, ∂ₓW). With W′ = Φr/(1 + r²), ∂ₓr = x/r and ∂_y r = y/r this reads

Aₓ = −Φy/(1 + r²),   A_y = Φx/(1 + r²),

and these explicit components are the definitions.

```lean
/-- The component `Aₓ = -Φ y/(1 + r²)` of the vector potential. -/
def Ax (Φ : ℝ) (z : ℂ) : ℝ := -Φ * z.im / (1 + ‖z‖ ^ 2)

/-- The component `A_y = Φ x/(1 + r²)` of the vector potential. -/
def Ay (Φ : ℝ) (z : ℂ) : ℝ := Φ * z.re / (1 + ‖z‖ ^ 2)
```

Let π = −i∇ − A be the kinetic momentum, with components πₓ and π_y, and σₓ, σ_y the Pauli matrices; in fluxes and integrals π is the number. The operator σₓπₓ + σ_yπ_y sends a spin-up spinor (ψ, 0) to (0, Dψ), where

D = πₓ + iπ_y.

A spin-up spinor with Dψ = 0 therefore has zero energy for the massless Dirac operator and for its square, which up to the factor 1/(2 × mass) is the Pauli operator with g = 2. Only the block D is defined in Lean, as `piPlus`, a differential expression evaluated pointwise on functions `ℂ → ℂ`; spinors and operator domains are left out.

```lean
/-- The operator `πₓ + i π_y` with kinetic momentum `π = -i∇ - A`. -/
def piPlus (Φ : ℝ) (ψ : ℂ → ℂ) (z : ℂ) : ℂ :=
  (-Complex.I * dirDeriv 1 ψ z - (Ax Φ z : ℂ) * ψ z)
    + Complex.I * (-Complex.I * dirDeriv Complex.I ψ z - (Ay Φ z : ℂ) * ψ z)
```

The candidate modes, unnormalised, are ψₘ(z) = zᵐe^(−W(|z|)) for natural numbers m starting at 0.

```lean
/-- The wave function `ψₘ(z) = zᵐ exp(-W(|z|))`. -/
def mode (Φ : ℝ) (m : ℕ) (z : ℂ) : ℂ := z ^ m * ((Real.exp (-W Φ ‖z‖) : ℝ) : ℂ)
```

In polar coordinates ∫|ψₘ|² d²z = 2π ∫ ρₘ dr over r > 0, with the radial density ρₘ(r) = r^(2m+1) e^(−2W(r)).

```lean
/-- The radial density `r^(2m+1) exp(-2W(r))`. -/
def radialDensity (Φ : ℝ) (m : ℕ) (r : ℝ) : ℝ := r ^ (2 * m + 1) * Real.exp (-2 * W Φ r)
```

## The field and its flux

Differentiating W′ = Φr/(1 + r²) by the quotient rule,

W″ = Φ(1 − r²)/(1 + r²)²,   W′/r = Φ(1 + r²)/(1 + r²)²,

and the sum is B. In the proof `h1` gives W′ at every r, `h2` is the quotient rule, and `field_simp` with `ring` adds the fractions. The hypothesis `0 < r` keeps out r = 0, where Lean evaluates the quotient `deriv f r / r` as 0, which would leave Φ in place of B(0) = 2Φ.

```lean
/-- For `r > 0` the radial Laplacian of `W` is the field `2Φ/(1 + r²)²`. -/
theorem radialLaplacian_W (Φ r : ℝ) (hr : 0 < r) : radialLaplacian (W Φ) r = B Φ r := by
  have hne : ∀ r : ℝ, 1 + r ^ 2 ≠ 0 := fun r => by positivity
  have hsq : ∀ r : ℝ, HasDerivAt (fun r : ℝ => 1 + r ^ 2) (2 * r) r := fun r =>
    ((hasDerivAt_pow 2 r).const_add 1).congr_deriv (by norm_num)
  have h1 : ∀ r : ℝ, HasDerivAt (W Φ) (Φ * r / (1 + r ^ 2)) r := fun r =>
    (((hsq r).log (hne r)).const_mul (Φ / 2)).congr_deriv (by ring)
  have hd : deriv (W Φ) = fun r => Φ * r / (1 + r ^ 2) := funext fun r => (h1 r).deriv
  have h2 := ((hasDerivAt_id' r).const_mul Φ).fun_div (hsq r) (hne r)
  have h3 := hne r
  have h4 := hr.ne'
  unfold radialLaplacian
  rw [hd, h2.deriv]
  simp only [B]
  field_simp
  ring
```

The flux through a ring of width dr is 2πrB dr, and

2πrB = 2πΦ · d/dr[−1/(1 + r²)].

The antiderivative rises from −1 at r = 0 to 0 at infinity, so the total flux is 2πΦ, that is Φ flux quanta. The theorem states integrability on `Ioi 0`, the half-line r > 0, together with the value. Here `hd` is the derivative, `hp` its sign, `ht` the limit at infinity, and `e` pulls out the constant 2πΦ.

```lean
/-- The flux density `2π r B(r)` is integrable on `r > 0` and the total flux is `2πΦ`. -/
theorem total_flux (Φ : ℝ) :
    IntegrableOn (fun r => 2 * Real.pi * r * B Φ r) (Ioi 0) ∧
      ∫ r in Ioi 0, 2 * Real.pi * r * B Φ r = 2 * Real.pi * Φ := by
  -- antiderivative `-1/(1 + r²)`, rising from `-1` to `0`
  have hd : ∀ r ∈ Ici (0 : ℝ),
      HasDerivAt (fun r : ℝ => -(1 + r ^ 2)⁻¹) (2 * r / (1 + r ^ 2) ^ 2) r := by
    intro r _
    have hsq : HasDerivAt (fun r : ℝ => 1 + r ^ 2) (2 * r) r :=
      ((hasDerivAt_pow 2 r).const_add 1).congr_deriv (by norm_num)
    have hne : 1 + r ^ 2 ≠ 0 := by positivity
    exact (hsq.inv hne).neg.congr_deriv (by ring)
  have hp : ∀ r ∈ Ioi (0 : ℝ), 0 ≤ 2 * r / (1 + r ^ 2) ^ 2 := fun r hr => by
    have : 0 < r := hr
    positivity
  have ht : Tendsto (fun r : ℝ => -(1 + r ^ 2)⁻¹) atTop (𝓝 (-0)) :=
    (tendsto_inv_atTop_zero.comp
      (tendsto_atTop_add_const_left _ 1 (tendsto_pow_atTop two_ne_zero))).neg
  have e : (fun r => 2 * Real.pi * r * B Φ r)
      = fun r => 2 * Real.pi * Φ * (2 * r / (1 + r ^ 2) ^ 2) := by
    funext r
    unfold B
    ring
  rw [e]
  refine ⟨Integrable.const_mul (integrableOn_Ioi_deriv_of_nonneg' hd hp ht) _, ?_⟩
  rw [integral_const_mul, integral_Ioi_of_hasDerivAt_of_nonneg' hd hp ht]
  norm_num
```

For u = u₁ + iu₂ one has |z + tu|² = (x + tu₁)² + (y + tu₂)², with derivative 2(xu₁ + yu₂) at t = 0. Since A and W involve r only through r², this lemma supplies the r-dependent part of every later derivative, the origin included.

```lean
/-- The derivative of `r²` along the direction `u` is twice the scalar product of `z` and `u`. -/
theorem hasDerivAt_radius_sq (z u : ℂ) :
    HasDerivAt (fun t : ℝ => ‖z + (t : ℂ) * u‖ ^ 2) (2 * (z.re * u.re + z.im * u.im)) 0 := by
  have e : (fun t : ℝ => ‖z + (t : ℂ) * u‖ ^ 2) = fun t : ℝ =>
      (z.re + t * u.re) * (z.re + t * u.re) + (z.im + t * u.im) * (z.im + t * u.im) := by
    funext t
    rw [Complex.sq_norm, Complex.normSq_apply]
    simp
  have h1 := ((hasDerivAt_id' (0 : ℝ)).mul_const u.re).const_add z.re
  have h2 := ((hasDerivAt_id' (0 : ℝ)).mul_const u.im).const_add z.im
  rw [e]
  exact ((h1.fun_mul h1).fun_add (h2.fun_mul h2)).congr_deriv (by ring)
```

The quotient rule gives

∂ₓA_y = [Φ(1 + r²) − 2Φx²]/(1 + r²)²,   ∂_yAₓ = [−Φ(1 + r²) + 2Φy²]/(1 + r²)²,

and the difference has numerator 2Φ(1 + r²) − 2Φ(x² + y²) = 2Φ. The numerators Φx and −Φy are differentiated in `hx` and `hy`, the quotients in `e1` and `e2`, and `linear_combination 2 * Φ * hn` uses r² = x² + y². So A carries the field B at every point.

```lean
/-- The curl `∂ₓ A_y - ∂_y Aₓ` of the vector potential is `B(|z|)` at every point. -/
theorem curl_A (Φ : ℝ) (z : ℂ) :
    dirDeriv 1 (Ay Φ) z - dirDeriv Complex.I (Ax Φ) z = B Φ ‖z‖ := by
  have hne : ∀ w : ℂ, 1 + ‖w‖ ^ 2 ≠ 0 := fun w => by positivity
  have hn : ‖z‖ ^ 2 = z.re * z.re + z.im * z.im := by
    rw [Complex.sq_norm, Complex.normSq_apply]
  have hx : HasDerivAt (fun t : ℝ => Φ * (z + (t : ℂ) * 1).re) Φ 0 := by
    have e : (fun t : ℝ => Φ * (z + (t : ℂ) * 1).re) = fun t => Φ * (z.re + t) := by
      funext t
      simp
    rw [e]
    exact (((hasDerivAt_id' (0 : ℝ)).const_add z.re).const_mul Φ).congr_deriv (mul_one _)
  have hy : HasDerivAt (fun t : ℝ => -Φ * (z + (t : ℂ) * Complex.I).im) (-Φ) 0 := by
    have e : (fun t : ℝ => -Φ * (z + (t : ℂ) * Complex.I).im) = fun t => -Φ * (z.im + t) := by
      funext t
      simp
    rw [e]
    exact (((hasDerivAt_id' (0 : ℝ)).const_add z.im).const_mul (-Φ)).congr_deriv (mul_one _)
  have e1 : dirDeriv 1 (Ay Φ) z = _ :=
    (hx.fun_div ((hasDerivAt_radius_sq z 1).const_add 1) (hne _)).deriv
  have e2 : dirDeriv Complex.I (Ax Φ) z = _ :=
    (hy.fun_div ((hasDerivAt_radius_sq z Complex.I).const_add 1) (hne _)).deriv
  rw [e1, e2]
  simp only [Complex.ofReal_zero, zero_mul, add_zero, Complex.one_re, Complex.one_im,
    Complex.I_re, Complex.I_im, B]
  rw [← sub_div]
  congr 1
  linear_combination 2 * Φ * hn
```

## The zero-mode equation

Write E = e^(−W(|z|)). The product rule along u gives

∂ᵤψₘ = m z^(m−1) u E − zᵐE · Φ(xu₁ + yu₂)/(1 + r²).

In −i(∂ₓ + i∂_y)ψₘ the first term contributes −i(1 + i²) m z^(m−1)E = 0, which is the holomorphy of zᵐ. The second contributes iΦ(x + iy) ψₘ/(1 + r²), and this cancels against

−(Aₓ + iA_y)ψₘ = −iΦ(x + iy) ψₘ/(1 + r²).

The product rule is `key`; at m = 0 its first term vanishes through the factor m. The closing `linear_combination` applies `Complex.I_sq` to the two places that need i² = −1, the holomorphic term and the term in y, while the terms in x cancel directly. Neither m nor Φ is restricted.

```lean
/-- Every `ψₘ` is annihilated by `πₓ + i π_y` at every point of the plane. -/
theorem piPlus_mode (Φ : ℝ) (m : ℕ) (z : ℂ) : piPlus Φ (mode Φ m) z = 0 := by
  have hne : ∀ w : ℂ, 1 + ‖w‖ ^ 2 ≠ 0 := fun w => by positivity
  -- product rule along an arbitrary direction
  have key : ∀ u : ℂ, dirDeriv u (mode Φ m) z
      = m * z ^ (m - 1) * u * ((Real.exp (-W Φ ‖z‖) : ℝ) : ℂ)
        - z ^ m * ((Real.exp (-W Φ ‖z‖) : ℝ) : ℂ)
          * ((Φ * (z.re * u.re + z.im * u.im) / (1 + ‖z‖ ^ 2) : ℝ) : ℂ) := by
    intro u
    have h0 := ((((hasDerivAt_id' ((0 : ℝ) : ℂ)).mul_const u).const_add z).fun_pow m).comp_ofReal
    have hw := ((((hasDerivAt_radius_sq z u).const_add 1).log (hne _)).const_mul
      (Φ / 2)).fun_neg.exp.ofReal_comp
    refine (h0.fun_mul hw).deriv.trans ?_
    simp only [Complex.ofReal_zero, zero_mul, add_zero, W]
    push_cast
    ring
  unfold piPlus
  rw [key, key]
  simp only [Complex.one_re, Complex.one_im, Complex.I_re, Complex.I_im, Ax, Ay, mode]
  generalize ((Real.exp (-W Φ ‖z‖) : ℝ) : ℂ) = E
  push_cast
  linear_combination (-Complex.I * (m * z ^ (m - 1) * E)
    + Φ * z.im / (1 + ((‖z‖ : ℝ) : ℂ) ^ 2) * (z ^ m * E)) * Complex.I_sq
```

## Normalisability

For r > 1 one has r² ≤ 1 + r² ≤ 2r², so δ = log(1 + r²) − 2 log r lies between 0 and log 2. Then

ρₘ(r) = r^(2m+1−2Φ) e^(−Φδ),   |Φδ| ≤ |Φ| log 2,

so density and power bound each other with the constant exp(|Φ| log 2), whatever the sign of Φ. The bounds on δ are `hlo` and `hhi`, and `hb` is the bound on |Φδ|; both sides are written as exponentials, and the inequalities become linear in the exponents.

```lean
/-- For `r > 1` the radial density and the power `r^(2m+1-2Φ)` bound each other
up to the factor `exp(|Φ| log 2)`. -/
theorem tail_bounds (Φ : ℝ) (m : ℕ) (r : ℝ) (hr : 1 < r) :
    radialDensity Φ m r ≤ Real.exp (|Φ| * Real.log 2) * r ^ (2 * (m : ℝ) + 1 - 2 * Φ) ∧
      r ^ (2 * (m : ℝ) + 1 - 2 * Φ) ≤ Real.exp (|Φ| * Real.log 2) * radialDensity Φ m r := by
  have h0 : 0 < r := by linarith
  have hlog : Real.log (r ^ 2) = 2 * Real.log r := by
    rw [Real.log_pow]
    norm_num
  -- `0 ≤ log(1 + r²) - 2 log r ≤ log 2`
  have hlo : Real.log (r ^ 2) ≤ Real.log (1 + r ^ 2) :=
    Real.log_le_log (by positivity) (by linarith)
  have hhi : Real.log (1 + r ^ 2) ≤ Real.log (2 * r ^ 2) :=
    Real.log_le_log (by positivity) (by nlinarith)
  rw [Real.log_mul (by norm_num) (by positivity), hlog] at hhi
  rw [hlog] at hlo
  have hb : |Φ * (Real.log (1 + r ^ 2) - 2 * Real.log r)| ≤ |Φ| * Real.log 2 := by
    rw [abs_mul, abs_of_nonneg (sub_nonneg.2 hlo)]
    exact mul_le_mul_of_nonneg_left (by linarith) (abs_nonneg _)
  obtain ⟨hb1, hb2⟩ := abs_le.1 hb
  have e : radialDensity Φ m r
      = Real.exp (Real.log r * (2 * m + 1) - Φ * Real.log (1 + r ^ 2)) := by
    unfold radialDensity W
    rw [← Real.rpow_natCast r (2 * m + 1), Real.rpow_def_of_pos h0, ← Real.exp_add]
    congr 1
    push_cast
    ring
  rw [e, Real.rpow_def_of_pos h0, ← Real.exp_add, ← Real.exp_add]
  constructor <;> apply Real.exp_le_exp.2 <;> linarith
```

On (0, 1] the density is continuous up to r = 0 (`hc`), hence integrable. On r > 1 the power rˢ with s = 2m + 1 − 2Φ is integrable exactly when s < −1 (`hp`), and

2m + 1 − 2Φ < −1  ⇔  m + 1 < Φ.

The half-line is split at 1, and `Integrable.mono'` is the comparison test, used once in each direction with one of the two tail bounds. The inequality is strict: at m + 1 = Φ the density falls as 1/r and the integral diverges logarithmically.

```lean
/-- `r^(2m+1) exp(-2W)` is integrable on `r > 0` exactly when `m + 1 < Φ`. -/
theorem integrableOn_radialDensity_iff (Φ : ℝ) (m : ℕ) :
    IntegrableOn (radialDensity Φ m) (Ioi 0) ↔ (m : ℝ) + 1 < Φ := by
  have hne : ∀ r : ℝ, 1 + r ^ 2 ≠ 0 := fun r => by positivity
  have hl : Continuous fun r : ℝ => Real.log (1 + r ^ 2) := Continuous.log (by fun_prop) hne
  have hc : Continuous (radialDensity Φ m) :=
    (continuous_pow _).mul
      (Real.continuous_exp.comp (continuous_const.mul (continuous_const.mul hl)))
  have hp := integrableOn_Ioi_rpow_iff (s := 2 * (m : ℝ) + 1 - 2 * Φ) (zero_lt_one (α := ℝ))
  -- only the tail `r > 1` matters, and there the density behaves as a power
  rw [← Ioc_union_Ioi_eq_Ioi (zero_le_one (α := ℝ)), integrableOn_union]
  constructor
  · rintro ⟨_, h⟩
    have h' : IntegrableOn (fun x : ℝ => x ^ (2 * (m : ℝ) + 1 - 2 * Φ)) (Ioi 1) := by
      refine Integrable.mono' (Integrable.const_mul h (Real.exp (|Φ| * Real.log 2)))
        (measurable_id.pow_const _).aestronglyMeasurable
        ((ae_restrict_iff' measurableSet_Ioi).2 (Eventually.of_forall fun r hr => ?_))
      have h0 : 0 < r := lt_trans zero_lt_one hr
      rw [Real.norm_of_nonneg (Real.rpow_nonneg h0.le _)]
      exact (tail_bounds Φ m r hr).2
    linarith [hp.1 h']
  · intro h
    refine ⟨(hc.intervalIntegrable 0 1).1, ?_⟩
    refine Integrable.mono'
      (Integrable.const_mul (hp.2 (by linarith)) (Real.exp (|Φ| * Real.log 2)))
      hc.aestronglyMeasurable
      ((ae_restrict_iff' measurableSet_Ioi).2 (Eventually.of_forall fun r hr => ?_))
    have h0 : 0 < r := lt_trans zero_lt_one hr
    have h1 : 0 ≤ radialDensity Φ m r := by
      unfold radialDensity
      positivity
    rw [Real.norm_of_nonneg h1]
    exact (tail_bounds Φ m r hr).1
```

The function |ψₘ|² = g(|z|) with g(y) = y^(2m) e^(−2W(y)) is radial (`e1`; here y names the radius), and y g(y) = ρₘ(y) (`e2`). The lemma `integrable_fun_norm_addHaar` is worth reusing: on a finite-dimensional real normed space of dimension d ≥ 1 it turns integrability of g(‖z‖) into integrability of y^(d−1) g(y) on y > 0, with no angular coordinates. Here d = `Module.finrank ℝ ℂ` = 2 and the measure is Lebesgue area.

```lean
/-- `|ψₘ|²` is integrable over the plane exactly when `m + 1 < Φ`. -/
theorem integrable_mode_iff (Φ : ℝ) (m : ℕ) :
    Integrable (fun z : ℂ => ‖mode Φ m z‖ ^ 2) ↔ (m : ℝ) + 1 < Φ := by
  obtain ⟨g, hg⟩ : ∃ g : ℝ → ℝ, ∀ y, g y = y ^ (2 * m) * Real.exp (-2 * W Φ y) :=
    ⟨_, fun _ => rfl⟩
  have e1 : (fun z : ℂ => ‖mode Φ m z‖ ^ 2) = fun z : ℂ => g ‖z‖ := by
    funext z
    have h : Real.exp (-2 * W Φ ‖z‖) = Real.exp (-W Φ ‖z‖) ^ 2 := by
      rw [sq, ← Real.exp_add]
      congr 1
      ring
    rw [hg, h, mode, norm_mul, norm_pow, Complex.norm_real,
      Real.norm_of_nonneg (Real.exp_pos _).le]
    ring
  have e2 : (fun y : ℝ => y ^ (Module.finrank ℝ ℂ - 1) • g y) = radialDensity Φ m := by
    funext y
    rw [Complex.finrank_real_complex, hg, show (2 : ℕ) - 1 = 1 from rfl]
    simp only [radialDensity, smul_eq_mul]
    ring
  -- polar coordinates
  rw [e1, ← integrableOn_radialDensity_iff, ← e2]
  exact integrable_fun_norm_addHaar (μ := (volume : Measure ℂ)) (f := g)
```

## The count

For a natural number m, the condition m + 1 < Φ is the same as m + 1 < ⌈Φ⌉, which for Φ > 0 selects m = 0, …, ⌈Φ⌉ − 2, a list of ⌈Φ⌉ − 1 values. In words, `zero_mode_count` says: for Φ > 0, the set of m such that Dψₘ vanishes everywhere and |ψₘ|² is integrable over the plane is finite, and its number of elements plus one is `⌈Φ⌉₊`, the ceiling as a natural number. Positivity of Φ enters only here, as ⌈Φ⌉ ≥ 1 (`hpos`). The step `e` identifies the set with `Finset.range (⌈Φ⌉₊ - 1)` through `Nat.lt_ceil`, and the rest is the size of that range.

```lean
/-- For `Φ > 0` the set of `m` for which `ψₘ` is
annihilated by `πₓ + i π_y` and square integrable is finite, with `⌈Φ⌉ - 1` elements. -/
theorem zero_mode_count (Φ : ℝ) (hΦ : 0 < Φ) :
    {m : ℕ | (∀ z, piPlus Φ (mode Φ m) z = 0) ∧
        Integrable (fun z : ℂ => ‖mode Φ m z‖ ^ 2)}.Finite ∧
      {m : ℕ | (∀ z, piPlus Φ (mode Φ m) z = 0) ∧
        Integrable (fun z : ℂ => ‖mode Φ m z‖ ^ 2)}.ncard + 1 = ⌈Φ⌉₊ := by
  have hpos : 0 < ⌈Φ⌉₊ := Nat.ceil_pos.2 hΦ
  have e : {m : ℕ | (∀ z, piPlus Φ (mode Φ m) z = 0) ∧
      Integrable (fun z : ℂ => ‖mode Φ m z‖ ^ 2)} = ↑(Finset.range (⌈Φ⌉₊ - 1)) := by
    ext m
    have h : m + 1 < ⌈Φ⌉₊ ↔ (m : ℝ) + 1 < Φ := by
      rw [Nat.lt_ceil]
      push_cast
      rfl
    rw [Set.mem_ofPred_eq, integrable_mode_iff, ← h, Finset.mem_coe, Finset.mem_range]
    exact ⟨fun h' => by have := h'.2; omega, fun h' => ⟨piPlus_mode Φ m, by omega⟩⟩
  rw [e, Set.ncard_coe_finset, Finset.card_range]
  exact ⟨Finset.finite_toSet _, by omega⟩

end

end AharonovCasher
```

```lean
#print axioms AharonovCasher.radialLaplacian_W
-- 'AharonovCasher.radialLaplacian_W' depends on axioms: [propext, Classical.choice, Quot.sound]
#print axioms AharonovCasher.total_flux
-- 'AharonovCasher.total_flux' depends on axioms: [propext, Classical.choice, Quot.sound]
#print axioms AharonovCasher.curl_A
-- 'AharonovCasher.curl_A' depends on axioms: [propext, Classical.choice, Quot.sound]
#print axioms AharonovCasher.zero_mode_count
-- 'AharonovCasher.zero_mode_count' depends on axioms: [propext, Classical.choice, Quot.sound]
```

For 0 < Φ ≤ 1 the set is empty, so one full flux quantum leaves even ψ₀ unnormalisable. For 1 < Φ ≤ 2 it holds m = 0 alone. At Φ = 2 this mode is ψ₀ = 1/(1 + r²), while ψ₁ sits on the logarithmic borderline; an elementary integral, not carried out in Lean, gives ∫|ψ₀|² d²z = π and the normalised state 1/(√π (1 + r²)).

What is counted is a set of indices m, for one field profile. To read ⌈Φ⌉ − 1 as the dimension of the zero-energy space, as in the Aharonov–Casher theorem, one needs in addition that the ψₘ are linearly independent, that every square-integrable solution of Dψ = 0 is a combination of them, and that the spin-down block πₓ − iπ_y has no normalisable solution; none of these appears in the statements. For a single non-interacting particle in this one-parameter field, the result identifies which of the states ψₘ are admissible zero-energy states of the planar Dirac and Pauli operators: those with m + 1 < Φ. On a finite disc every ψₘ is square integrable, and which of them, if any, are zero-energy states there depends on the boundary condition. The threshold belongs to the infinite plane: the norm over the disc of the unnormalised ψₘ stays bounded as the radius grows exactly when m + 1 < Φ.
